# The beta-ensemble identity for a finite real tridiagonal chain

## Two coupled sites

An electron can sit on either of two sites with energies \(a_0\) and \(a_1\), and a real coupling \(b_0\) lets it pass between them. How are the two levels \(E_0, E_1\) tied to the coupling?

Start the electron on site 0, in the state \(e_0=(1,0)\), and apply the Hamiltonian \(T\) once: \(Te_0=(a_0,b_0)\). The determinant with columns \(e_0\) and \(Te_0\) is \(b_0\).

Now describe the same two vectors in the basis of real orthonormal eigenvectors \(u_0,u_1\). The components of \(e_0\) are the end amplitudes \(u_0(0)\) and \(u_1(0)\); those of \(Te_0\) are \(E_0u_0(0)\) and \(E_1u_1(0)\). The determinant is now \(u_0(0)\,u_1(0)\,(E_1-E_0)\). An orthogonal change of basis can alter a determinant only by a sign, so

\[
u_0(0)^2\,u_1(0)^2\,(E_1-E_0)^2=b_0^2 .
\]

For equal site energies and a coupling \(t\neq0\), both squared amplitudes are \(1/2\) and the splitting is \(2|t|\), which gives \(t^2\) on both sides.

## The identity for a longer chain

Take sites \(0,\dots,n\), on-site energies \(a_k\), and real couplings \(b_k\) between sites \(k\) and \(k+1\). Let \(u_0,\dots,u_n\) be real orthonormal eigenvectors with energies \(E_i\). Then

\[
\prod_{i=0}^{n}u_i(0)^2\;\prod_{i<j}(E_j-E_i)^2=\prod_{k=0}^{n-1}b_k^{2(n-k)} .
\]

The matrix has size \(n+1\). For an \(n\times n\) matrix with couplings \(b_1,\dots,b_{n-1}\) numbered from the same end, the exponent is also written \(2(n-k)\); the two agree after shifting both the size and the label by one. If the labels \(1,\dots,n-1\) of that matrix are counted from the other end instead, the exponent of \(b_k\) is \(2k\). The first components often called \(q_i\) are \(u_i(0)\) here.

The name comes from random-matrix theory, where the identity helps to change variables from matrix entries to eigenvalues and end amplitudes. Here the matrix is fixed, and no probability distribution or Jacobian enters.

For a finite, non-interacting chain, \(u_i(0)^2\) is the weight of level \(i\) in the local density of states at the end site. The identity links these weights to the spectrum and the hoppings.

## Derivation by spreading from the end site

**Site basis.** Let \(K_{jk}=(T^k)_{j0}\), so that column \(k\) of \(K\) is the vector \(T^ke_0\). These vectors are in general not normalised, and \(k\) counts applications of \(T\), not time. Each application of \(T\) moves amplitude by at most one site, hence \(K_{jk}=0\) for \(j>k\). Amplitude can reach site \(k+1\) at step \(k+1\) only from site \(k\):

\[
(T^{k+1})_{k+1,0}=b_k\,(T^k)_{k0},\qquad\text{so}\qquad (T^k)_{k0}=b_0b_1\cdots b_{k-1}.
\]

Thus \(K\) is upper triangular, and its determinant is the product of these diagonal entries. The coupling \(b_k\) occurs in the entries for sites \(k+1,\dots,n\), which is \(n-k\) times:

\[
\det K=\prod_{k=0}^{n-1}b_k^{\,n-k}.
\]

**Eigenbasis.** Let \(U\) have the eigenvectors as rows. Since \(T\) is symmetric, \(u_i^{\mathsf T}T^k=E_i^k u_i^{\mathsf T}\), and therefore

\[
(UK)_{ik}=u_i^{\mathsf T}T^ke_0=u_i(0)\,E_i^k .
\]

This is a diagonal matrix times a Vandermonde matrix. Taking determinants gives

\[
\det U\,\det K=\prod_i u_i(0)\prod_{i<j}(E_j-E_i).
\]

**Comparison.** Orthonormality means \(UU^{\mathsf T}=1\), so \((\det U)^2=1\). Squaring the last equation gives the identity.

## Distinct levels and a bound on their spacings

A product vanishes exactly when one of its factors does. Hence all couplings are nonzero if and only if the levels are pairwise distinct and every eigenvector has nonzero amplitude on site 0.

For the bound, put \(N=n+1\) and \(w_i=u_i(0)^2\). Completeness of the eigenvectors gives \(\sum_iw_i=1\). From \(x\le e^{x-1}\) with \(x=Nw_i\),

\[
N^N\prod_iw_i=\prod_i(Nw_i)\le\exp\Big(\sum_i(Nw_i-1)\Big)=e^{N-N}=1 .
\]

Multiplying by the squared spacings and using the identity yields

\[
(n+1)^{n+1}\prod_{k=0}^{n-1}b_k^{2(n-k)}\le\prod_{i<j}(E_j-E_i)^2 .
\]

For two sites this says \(4b_0^2\le(E_1-E_0)^2\), with equality when the site energies agree. In longer chains the bound concerns the product of all spacings, not each gap separately.

## A ring of three sites breaks the identity

Join sites 0 and 2 of a three-site chain by an extra bond, set all site energies to zero and all three couplings to one. The levels are \(2,-1,-1\). The degenerate pair makes the left side zero, while \(b_0^4b_1^2=1\). Symmetry of the matrix and orthonormality of the eigenvectors are therefore not enough: for three sites, the bond between 0 and 2 cannot be left arbitrary.

## Reading the Lean statements

`chain n a b` is the Hamiltonian as an explicit real matrix indexed by `Fin (n + 1)`. The functions `a` and `b` are defined on all natural numbers, but only `a 0` to `a n` and the couplings with `k < n` enter. Couplings may have either sign or vanish. They appear with a plus sign, whereas tight-binding texts often write the hopping as \(-t\).

`IsEigenbasis T E u` says that `T *ᵥ u i = E i • u i` for every `i`, and that the dot products of the `u i` are those of an orthonormal set. The number `u i 0` is the amplitude of eigenvector `i` on site 0. The energies need not be sorted.

In `beta_ensemble_identity`, the range `j ∈ Ioi i` means \(j>i\), so each pair is counted once, and `range n` runs over \(k=0,\dots,n-1\). A single site, `n = 0`, is allowed: there are no couplings or spacings, and both sides equal one.

The eigenbasis is a hypothesis. The spectral theorem supplies one for every real symmetric matrix; the code constructs one only for two sites of equal energy. The step from a real molecule or wire to one orbital per site with nearest-neighbour hopping is a physical approximation that the hypotheses leave to the user.

```lean
import Mathlib

open Matrix Finset

namespace TridiagonalBetaIdentity

noncomputable section

/-- The Hamiltonian of an open chain with sites `0, …, n`, on-site energies `a k` and
real couplings `b k` between sites `k` and `k + 1`. -/
def chain (n : ℕ) (a b : ℕ → ℝ) : Matrix (Fin (n + 1)) (Fin (n + 1)) ℝ :=
  Matrix.of fun i j =>
    if i = j then a i else if (i : ℕ) + 1 = j then b i else if (j : ℕ) + 1 = i then b j else 0

/-- The vectors `u i` are orthonormal eigenvectors of `T` with energies `E i`. -/
def IsEigenbasis {m : ℕ} (T : Matrix (Fin m) (Fin m) ℝ) (E : Fin m → ℝ)
    (u : Fin m → Fin m → ℝ) : Prop :=
  (∀ i, T *ᵥ u i = E i • u i) ∧ ∀ i j, u i ⬝ᵥ u j = if i = j then 1 else 0

variable {n : ℕ} {a b : ℕ → ℝ} {E : Fin (n + 1) → ℝ} {u : Fin (n + 1) → Fin (n + 1) → ℝ}

/-- The chain Hamiltonian is symmetric. -/
theorem chain_transpose (n : ℕ) (a b : ℕ → ℝ) : (chain n a b)ᵀ = chain n a b := by
  ext i j
  by_cases h : i = j
  · subst h
    rfl
  · have h' : ¬ j = i := fun e => h e.symm
    simp only [chain, Matrix.transpose_apply, Matrix.of_apply, if_neg h, if_neg h']
    split_ifs <;> first | rfl | omega

/-- After `k` applications of the Hamiltonian, a state started on site `0` has no amplitude
beyond site `k`. -/
theorem pow_apply_eq_zero (k : ℕ) (i : Fin (n + 1)) (hi : k < i) :
    (chain n a b ^ k) i 0 = 0 := by
  induction k generalizing i with
  | zero =>
    have h0 : i ≠ 0 := by
      rintro rfl
      simp at hi
    rw [pow_zero, Matrix.one_apply_ne h0]
  | succ k ih =>
    rw [pow_succ', Matrix.mul_apply]
    refine Finset.sum_eq_zero fun j _ => ?_
    by_cases hj : k < (j : ℕ)
    · rw [ih j hj, mul_zero]
    · -- sites further apart than one bond are not coupled
      have h1 : ¬ i = j := by
        rintro rfl
        omega
      have h2 : ¬ (i : ℕ) + 1 = j := by omega
      have h3 : ¬ (j : ℕ) + 1 = i := by omega
      simp only [chain, Matrix.of_apply, if_neg h1, if_neg h2, if_neg h3, zero_mul]

/-- The amplitude that reaches site `k` after `k` applications of the Hamiltonian to site `0`
is the product of the couplings along the way. -/
theorem pow_apply_front (k : ℕ) (i : Fin (n + 1)) (hi : (i : ℕ) = k) :
    (chain n a b ^ k) i 0 = ∏ l ∈ range k, b l := by
  induction k generalizing i with
  | zero =>
    have h0 : i = 0 := Fin.ext hi
    rw [h0, pow_zero, Matrix.one_apply_eq, Finset.prod_range_zero]
  | succ k ih =>
    have hk : k < n + 1 := by omega
    rw [pow_succ', Matrix.mul_apply, Finset.sum_eq_single (⟨k, hk⟩ : Fin (n + 1))]
    · have h1 : ¬ i = ⟨k, hk⟩ := by
        intro h
        have := congrArg Fin.val h
        simp only at this
        omega
      have h2 : ¬ (i : ℕ) + 1 = k := by omega
      rw [ih ⟨k, hk⟩ rfl, Finset.prod_range_succ, mul_comm]
      simp only [chain, Matrix.of_apply, if_neg h1, if_neg h2, if_pos hi.symm]
    · intro j _ hj
      have hjk : (j : ℕ) ≠ k := fun h => hj (Fin.ext h)
      by_cases hlt : k < (j : ℕ)
      · rw [pow_apply_eq_zero k j hlt, mul_zero]
      · have h1 : ¬ i = j := by
          rintro rfl
          omega
        have h2 : ¬ (i : ℕ) + 1 = j := by omega
        have h3 : ¬ (j : ℕ) + 1 = i := by omega
        simp only [chain, Matrix.of_apply, if_neg h1, if_neg h2, if_neg h3, zero_mul]
    · intro h
      exact absurd (Finset.mem_univ _) h

/-- An eigenvector of the chain with energy `e`, multiplied from the right by the `k`-th power
of the Hamiltonian, is scaled by `e ^ k`. -/
theorem eigenvector_vecMul_pow {v : Fin (n + 1) → ℝ} {e : ℝ}
    (h : chain n a b *ᵥ v = e • v) (k : ℕ) : v ᵥ* (chain n a b ^ k) = e ^ k • v := by
  have hT : v ᵥ* chain n a b = e • v := by
    rw [← Matrix.mulVec_transpose, chain_transpose, h]
  induction k with
  | zero => simp
  | succ k ih =>
    rw [pow_succ, ← Matrix.vecMul_vecMul, ih, Matrix.smul_vecMul, hT, smul_smul, pow_succ]

/-- Multiplying the path products `b 0 ⋯ b (i - 1)` over all sites `i ≤ n` counts the coupling
`b k` exactly `n - k` times. -/
theorem prod_path_products (b : ℕ → ℝ) (n : ℕ) :
    ∏ i ∈ range (n + 1), ∏ l ∈ range i, b l = ∏ k ∈ range n, b k ^ (n - k) := by
  induction n with
  | zero => simp
  | succ n ih =>
    have h : ∏ k ∈ range n, b k ^ (n - k) = ∏ k ∈ range (n + 1), b k ^ (n - k) := by
      rw [Finset.prod_range_succ]
      simp
    rw [Finset.prod_range_succ _ (n + 1), ih, h, ← Finset.prod_mul_distrib]
    refine Finset.prod_congr rfl fun k hk => ?_
    have hk' := Finset.mem_range.mp hk
    rw [← pow_succ]
    congr 1
    omega

/-- The matrix whose rows are orthonormal eigenvectors is orthogonal. -/
theorem IsEigenbasis.mul_transpose {m : ℕ} {T : Matrix (Fin m) (Fin m) ℝ} {E : Fin m → ℝ}
    {u : Fin m → Fin m → ℝ} (h : IsEigenbasis T E u) :
    Matrix.of u * (Matrix.of u)ᵀ = 1 := by
  ext i j
  rw [Matrix.one_apply, ← h.2 i j]
  rfl

/-- **Beta-ensemble identity.** For orthonormal eigenvectors of the chain, the product of the
squared amplitudes on site `0` times the product of all squared level spacings equals the
product of the couplings `b k` to the powers `2 (n - k)`. -/
theorem beta_ensemble_identity (h : IsEigenbasis (chain n a b) E u) :
    (∏ i, u i 0 ^ 2) * ∏ i, ∏ j ∈ Ioi i, (E j - E i) ^ 2
      = ∏ k ∈ range n, b k ^ (2 * (n - k)) := by
  -- the columns of `K` are the states reached from site `0`
  let K : Matrix (Fin (n + 1)) (Fin (n + 1)) ℝ :=
    Matrix.of fun j k => (chain n a b ^ (k : ℕ)) j 0
  have hK : K.det = ∏ k ∈ range n, b k ^ (n - k) := by
    have hb : K.BlockTriangular id := fun i j hij => pow_apply_eq_zero (j : ℕ) i hij
    rw [Matrix.det_of_isUpperTriangular hb, ← prod_path_products b n, Finset.prod_range]
    exact Finset.prod_congr rfl fun i _ => pow_apply_front (i : ℕ) i rfl
  -- in the eigenbasis they form a Vandermonde matrix weighted by the end amplitudes
  have hUK : Matrix.of u * K = Matrix.diagonal (fun i => u i 0) * Matrix.vandermonde E := by
    ext i k
    rw [Matrix.diagonal_mul, Matrix.vandermonde_apply, mul_comm (u i 0) (E i ^ (k : ℕ))]
    exact congrFun (eigenvector_vecMul_pow (h.1 i) (k : ℕ)) 0
  have hD : (Matrix.of u).det ^ 2 = 1 := by
    have h1 := congrArg Matrix.det h.mul_transpose
    rw [Matrix.det_mul, Matrix.det_transpose, Matrix.det_one] at h1
    rw [sq, h1]
  have hdet := congrArg Matrix.det hUK
  rw [Matrix.det_mul, Matrix.det_mul, Matrix.det_diagonal, Matrix.det_vandermonde, hK] at hdet
  have hR : ∏ k ∈ range n, b k ^ (2 * (n - k)) = (∏ k ∈ range n, b k ^ (n - k)) ^ 2 := by
    rw [← Finset.prod_pow]
    refine Finset.prod_congr rfl fun k _ => ?_
    rw [← pow_mul, mul_comm]
  -- compare the squared determinants
  rw [hR]
  simp only [Finset.prod_pow]
  rw [← mul_pow, ← hdet, mul_pow, hD, one_mul]

/-- All couplings of the chain are nonzero exactly when its levels are pairwise distinct and
every eigenvector has a nonzero amplitude on site `0`. -/
theorem couplings_ne_zero_iff (h : IsEigenbasis (chain n a b) E u) :
    (∀ k < n, b k ≠ 0) ↔ Function.Injective E ∧ ∀ i, u i 0 ≠ 0 := by
  have hid := beta_ensemble_identity h
  constructor
  · intro hb
    have hne : ∏ k ∈ range n, b k ^ (2 * (n - k)) ≠ 0 :=
      Finset.prod_ne_zero_iff.mpr fun k hk => pow_ne_zero _ (hb k (Finset.mem_range.mp hk))
    rw [← hid] at hne
    obtain ⟨h1, h2⟩ := mul_ne_zero_iff.mp hne
    have key : ∀ i j, i < j → E j ≠ E i := fun i j hij he =>
      Finset.prod_ne_zero_iff.mp (Finset.prod_ne_zero_iff.mp h2 i (Finset.mem_univ i)) j
        (Finset.mem_Ioi.mpr hij) (by simp [he])
    refine ⟨fun i j he => ?_, fun i hi =>
      Finset.prod_ne_zero_iff.mp h1 i (Finset.mem_univ i) (by simp [hi])⟩
    rcases lt_trichotomy i j with hl | hl | hl
    · exact absurd he.symm (key i j hl)
    · exact hl
    · exact absurd he (key j i hl)
  · rintro ⟨hE, hq⟩ k hk hb
    have h0 : ∏ k ∈ range n, b k ^ (2 * (n - k)) = 0 := by
      refine Finset.prod_eq_zero (Finset.mem_range.mpr hk) ?_
      rw [hb]
      exact zero_pow (by omega)
    rw [← hid] at h0
    refine mul_ne_zero (Finset.prod_ne_zero_iff.mpr fun i _ => pow_ne_zero _ (hq i))
      (Finset.prod_ne_zero_iff.mpr fun i _ => Finset.prod_ne_zero_iff.mpr fun j hj => ?_) h0
    exact pow_ne_zero _ (sub_ne_zero.mpr fun he => (Finset.mem_Ioi.mp hj).ne' (hE he))

/-- **Level repulsion in a chain.** The product of all squared level spacings is at least
`(n + 1) ^ (n + 1)` times the product of the couplings `b k` to the powers `2 (n - k)`. -/
theorem level_repulsion (h : IsEigenbasis (chain n a b) E u) :
    ((n : ℝ) + 1) ^ (n + 1) * ∏ k ∈ range n, b k ^ (2 * (n - k))
      ≤ ∏ i, ∏ j ∈ Ioi i, (E j - E i) ^ 2 := by
  -- completeness of the eigenvectors on site `0`
  have hsum : ∑ i, u i 0 ^ 2 = 1 := by
    have h0 : (Matrix.of u)ᵀ * Matrix.of u = 1 := mul_eq_one_comm.mp h.mul_transpose
    have h1 : ((Matrix.of u)ᵀ * Matrix.of u) 0 0
        = (1 : Matrix (Fin (n + 1)) (Fin (n + 1)) ℝ) 0 0 := by rw [h0]
    rw [Matrix.mul_apply, Matrix.one_apply_eq] at h1
    rw [← h1]
    exact Finset.sum_congr rfl fun i _ => sq (u i 0)
  -- the weights sum to one, so their product is largest when they are equal
  have hAM : ((n : ℝ) + 1) ^ (n + 1) * ∏ i, u i 0 ^ 2 ≤ 1 := by
    calc ((n : ℝ) + 1) ^ (n + 1) * ∏ i, u i 0 ^ 2
        = ∏ i, (((n : ℝ) + 1) * u i 0 ^ 2) := by
          rw [Finset.prod_mul_distrib, Finset.prod_const, Finset.card_univ, Fintype.card_fin]
      _ ≤ ∏ i, Real.exp (((n : ℝ) + 1) * u i 0 ^ 2 - 1) :=
          Finset.prod_le_prod (fun i _ => by positivity) fun i _ => by
            linarith [Real.add_one_le_exp (((n : ℝ) + 1) * u i 0 ^ 2 - 1)]
      _ = Real.exp (∑ i, (((n : ℝ) + 1) * u i 0 ^ 2 - 1)) := (Real.exp_sum _ _).symm
      _ = 1 := by
          rw [Finset.sum_sub_distrib, ← Finset.mul_sum, hsum]
          simp
  rw [← beta_ensemble_identity h, ← mul_assoc]
  exact mul_le_of_le_one_left
    (Finset.prod_nonneg fun i _ => Finset.prod_nonneg fun j _ => sq_nonneg _) hAM

/-- Two sites of equal energy `ε` with coupling `t` have the levels `ε - t` and `ε + t`, with the
odd and even combinations of the sites as orthonormal eigenvectors. -/
theorem isEigenbasis_witness (ε t : ℝ) :
    IsEigenbasis (chain 1 (fun _ => ε) (fun _ => t)) ![ε - t, ε + t]
      ![![√(1 / 2), -√(1 / 2)], ![√(1 / 2), √(1 / 2)]] := by
  have hs : √(1 / 2 : ℝ) * √(1 / 2 : ℝ) = 1 / 2 := Real.mul_self_sqrt (by norm_num)
  generalize √(1 / 2 : ℝ) = s at hs ⊢
  constructor
  · intro i
    ext j
    fin_cases i <;> fin_cases j <;>
      simp [chain, Matrix.mulVec, dotProduct, Fin.sum_univ_succ] <;> ring
  · intro i j
    fin_cases i <;> fin_cases j <;> simp [dotProduct, Fin.sum_univ_succ] <;> linarith

end

end TridiagonalBetaIdentity
```

```lean
#print axioms TridiagonalBetaIdentity.beta_ensemble_identity
#print axioms TridiagonalBetaIdentity.couplings_ne_zero_iff
#print axioms TridiagonalBetaIdentity.level_repulsion
```

```
'TridiagonalBetaIdentity.beta_ensemble_identity' depends on axioms: [propext, Classical.choice, Quot.sound]
'TridiagonalBetaIdentity.couplings_ne_zero_iff' depends on axioms: [propext, Classical.choice, Quot.sound]
'TridiagonalBetaIdentity.level_repulsion' depends on axioms: [propext, Classical.choice, Quot.sound]
```

## From the lemmas to the determinants

`chain_transpose` establishes the symmetry of the Hamiltonian. `pow_apply_eq_zero` and `pow_apply_front` describe the vectors \(T^ke_0\), both by induction on the number of applications of \(T\). In the second, `Finset.sum_eq_single` reduces the matrix product to the one term that comes from site \(k\); the other terms vanish because the amplitude has not arrived or because the sites are not neighbours.

`eigenvector_vecMul_pow` is the relation \(u_i^{\mathsf T}T^k=E_i^ku_i^{\mathsf T}\), with symmetry used to let \(T\) act from the right. `prod_path_products` does the counting that gives \(b_k\) the exponent \(n-k\), and `IsEigenbasis.mul_transpose` turns orthonormality into \(UU^{\mathsf T}=1\).

The main theorem assembles these facts in the order of the derivation. `hK` evaluates the triangular determinant, `hUK` is the factorisation into a diagonal and a Vandermonde matrix, and `hD` says \((\det U)^2=1\). Applying `congrArg Matrix.det` to `hUK` gives the determinant equation, which the last lines square.

`couplings_ne_zero_iff` reads off zero and nonzero factors. Because the product runs over \(i<j\) only, the proof that `E` is injective compares the two indices with `lt_trichotomy`.

In `level_repulsion`, `hsum` obtains completeness from orthonormality: for square matrices, `mul_eq_one_comm` turns \(UU^{\mathsf T}=1\) into \(U^{\mathsf T}U=1\), whose entry at site 0 is the sum of the weights. `hAM` is the exponential estimate, based on `Real.add_one_le_exp`.

Finally, `isEigenbasis_witness` checks the two-site vectors component by component. It replaces \(\sqrt{1/2}\) by a symbol `s` with \(s^2=1/2\), which is all that normalisation needs. The odd combination has energy \(\varepsilon-t\) and the even one \(\varepsilon+t\), so the even state is the lower one when \(t<0\).
